# The photon-number probabilities of single-mode thermal light sum to one

A single mode of thermal light with mean photon number m holds n photons with probability m^n / (1 + m)^(n + 1), where 0^0 is read as 1. The theorem `thermal_normalized` states that for every real m ≥ 0 these probabilities, taken over all n = 0, 1, 2, …, form a series with sum 1. The formula is taken as a definition; it is not derived from a thermal state, and m is not shown to be the mean. The attempt treats the series as a geometric one with ratio m / (1 + m), which is less than 1, multiplies its known sum by 1 / (1 + m), and uses `convert` to match the result with the claim.

An attempt in Lean 4 with a fault in it:

```lean
import Mathlib

open Finset

namespace ThermalNormalized

noncomputable section

/-- Photon-number distribution of thermal light with mean photon number `m ≥ 0`. -/
def thermal (m : ℝ) (n : ℕ) : ℝ := m ^ n / (1 + m) ^ (n + 1)

/-- The thermal distribution is geometric with ratio `m / (1 + m)`. -/
theorem thermal_eq_geometric (m : ℝ) (n : ℕ) :
    thermal m n = 1 / (1 + m) * (m / (1 + m)) ^ n := by
  rw [thermal, div_pow, pow_succ, div_mul_div_comm, one_mul, mul_comm ((1 + m) ^ n)]

/-- For `m ≥ 0` the thermal photon-number probabilities sum to one. -/
theorem thermal_normalized {m : ℝ} (hm : 0 ≤ m) : HasSum (thermal m) 1 := by
  have hne : 1 + m ≠ 0 := by positivity
  have hr : ‖m / (1 + m)‖ < 1 := by
    rw [Real.norm_of_nonneg (by positivity), div_lt_one (by positivity)]
    linarith
  have h1 : 1 - m / (1 + m) = 1 / (1 + m) := by
    rw [eq_div_iff hne, sub_mul, div_mul_cancel₀ _ hne]
    ring
  convert (hasSum_geometric_of_norm_lt_one hr).mul_left (1 / (1 + m)) using 1
  · funext n
    exact thermal_eq_geometric m n
  · rw [h1]
    exact (mul_inv_cancel₀ (one_div_ne_zero hne)).symm

end

end ThermalNormalized
```

Lean reports:

```
Main.lean:27:4: error: Tactic `apply` failed: could not unify the conclusion of `@funext`
  ?f = ?g
with the goal
  Real.instAddCommMonoid =
    CommRing.toNonUnitalCommRing.toNonUnitalNonAssocCommRing.toNonUnitalNonAssocSemiring.toAddCommMonoid

Note: The full type of `@funext` is
  ∀ {α : Sort ?u.78} {β : α → Sort ?u.77} {f g : (x : α) → β x}, (∀ (x : α), f x = g x) → f = g

case e'_3
m : ℝ
hm : 0 ≤ m
hne : 1 + m ≠ 0
hr : ‖m / (1 + m)‖ < 1
h1 : 1 - m / (1 + m) = 1 / (1 + m)
⊢ Real.instAddCommMonoid =
    CommRing.toNonUnitalCommRing.toNonUnitalNonAssocCommRing.toNonUnitalNonAssocSemiring.toAddCommMonoid
Main.lean:29:8: error: Tactic `rewrite` failed: Did not find an occurrence of the pattern
  1 - m / (1 + m)
in the target expression
  thermal m = fun i => 1 / (1 + m) * (m / (1 + m)) ^ i

case e'_5
m : ℝ
hm : 0 ≤ m
hne : 1 + m ≠ 0
hr : ‖m / (1 + m)‖ < 1
h1 : 1 - m / (1 + m) = 1 / (1 + m)
⊢ thermal m = fun i => 1 / (1 + m) * (m / (1 + m)) ^ i
Main.lean:18:74: error: unsolved goals
case e'_6
m : ℝ
hm : 0 ≤ m
hne : 1 + m ≠ 0
hr : ‖m / (1 + m)‖ < 1
h1 : 1 - m / (1 + m) = 1 / (1 + m)
⊢ 1 = 1 / (1 + m) * (1 - m / (1 + m))⁻¹
```

The proof has two bullets after `convert … using 1`, one for the terms of the series and one for its sum, but `convert` left three goals. The extra one comes first and asks that two `AddCommMonoid` structures on the reals, reached by different paths, be equal. So each bullet met the wrong goal. `funext` failed because that first goal is not an equation between functions. `rw [h1]` was then given the equation between the terms, where `1 - m / (1 + m)` does not occur. The equation for the sum had no bullet left, hence the "unsolved goals" error.

The repair does without `convert`. It proves the two intended equations separately, as `hf` for the terms and `hv` for the sum, by the same arguments as before. Rewriting with `hv` in `h` and with `hf` in the goal makes the two statements agree except for the path to the additive structure. `exact h` accepts that difference because the two structures are equal by definition.

The repair, with which the file compiles:

```diff
@@ -24,9 +24,13 @@
     rw [eq_div_iff hne, sub_mul, div_mul_cancel₀ _ hne]
     ring
-  convert (hasSum_geometric_of_norm_lt_one hr).mul_left (1 / (1 + m)) using 1
-  · funext n
-    exact thermal_eq_geometric m n
-  · rw [h1]
-    exact (mul_inv_cancel₀ (one_div_ne_zero hne)).symm
+  have hf : thermal m = fun n : ℕ => 1 / (1 + m) * (m / (1 + m)) ^ n :=
+    funext (thermal_eq_geometric m)
+  have hv : 1 / (1 + m) * (1 - m / (1 + m))⁻¹ = 1 := by
+    rw [h1]
+    exact mul_inv_cancel₀ (one_div_ne_zero hne)
+  have h := (hasSum_geometric_of_norm_lt_one hr).mul_left (1 / (1 + m))
+  rw [hv] at h
+  rw [hf]
+  exact h
 
 end
```
